# For positive a, b and k, the radius R₀ = (3b/a)^(1/4)/k satisfies a(kR₀)⁴ = 3b

The lemma concerns a radius R₀, defined as (3b/a)^(1/4)/k for positive real numbers a, b and k. It states that this radius satisfies the balance equation a(kR₀)⁴ = 3b. This is an algebraic identity: the statement involves no energy function and does not say that R₀ minimises anything. The attempt first shows that the fourth power of (3b/a)^(1/4) is 3b/a, then that kR₀ equals (3b/a)^(1/4), and finally substitutes both facts and cancels a.

This version doesn't compile in Lean 4 with Mathlib:

```lean
import Mathlib

open Real

namespace OptimalRadiusBalance

noncomputable section

/-- The radius `(3b/a)^(1/4) / k`, for `a, b, k > 0`. -/
def optimalRadius (a b k : ℝ) : ℝ := (3 * b / a) ^ (1 / 4 : ℝ) / k

/-- For positive `a, b, k`, the radius `R₀ = optimalRadius a b k` satisfies
`a (k R₀)⁴ = 3b`. -/
theorem optimalRadius_balance {a b k : ℝ} (ha : 0 < a) (hb : 0 < b) (hk : 0 < k) :
    a * (k * optimalRadius a b k) ^ 4 = 3 * b := by
  have h : ((3 * b / a) ^ (1 / 4 : ℝ)) ^ 4 = 3 * b / a := by
    rw [← Real.rpow_natCast, ← Real.rpow_mul (by positivity)]
    norm_num
  have h2 : k * optimalRadius a b k = (3 * b / a) ^ (1 / 4 : ℝ) := by
    unfold optimalRadius
    exact mul_div_cancel₀ _ hk.ne' |> fun _ => by field_simp
  rw [h2, h]
  field_simp

end

end OptimalRadiusBalance
```

Compiling this gives:

```
Main.lean:21:26: error: don't know how to synthesize placeholder for argument `a`
context:
a b k : ℝ
ha : 0 < a
hb : 0 < b
hk : 0 < k
h : ((3 * b / a) ^ (1 / 4)) ^ 4 = 3 * b / a
⊢ ℝ
Main.lean:21:42: error(lean.inferBinderTypeFailed): Failed to infer binder type
```

Both errors come from the line that should finish `h2`. Lean reads `x |> f` as `f x`, so `mul_div_cancel₀ _ hk.ne'` is handed to a function that ignores its argument and proves the goal with `field_simp`. Since the fact is never used, the goal cannot determine the real number left as `_` in it. The first message reports this; the `a` it names is an argument of `mul_div_cancel₀`, not the theorem's `a`. The second message follows: the type of the binder in `fun _` is the statement of that fact, which is still incomplete.

The repair removes the discarded fact, and the placeholder with it. `rw [mul_comm k]` turns the left side into `optimalRadius a b k * k`, the form `eq_div_iff` needs. Because `k` is nonzero, that lemma reduces the goal to `optimalRadius a b k = (3 * b / a) ^ (1 / 4 : ℝ) / k`. This is the definition itself, so `rfl` proves it and the separate `unfold` is no longer needed.

The repair, with which the file compiles:

```diff
@@ -18,6 +18,6 @@
     norm_num
   have h2 : k * optimalRadius a b k = (3 * b / a) ^ (1 / 4 : ℝ) := by
-    unfold optimalRadius
-    exact mul_div_cancel₀ _ hk.ne' |> fun _ => by field_simp
+    rw [mul_comm k]
+    exact (eq_div_iff hk.ne').mp rfl
   rw [h2, h]
   field_simp
```
